# For identical oscillators without self-coupling, the many-body dispersion energy is never below four times the pairwise energy

Polarisable atoms attract one another because their fluctuating dipoles are correlated. Summing over pairs gives a simple estimate of this attraction, but collective modes can make the attraction stronger, for example when one mode becomes soft. How much stronger can it get?

Take identical harmonic oscillators of frequency $w$ (usually written $\omega$), with $\hbar=1$ and potential energy $\tfrac12 w^2 \xi^{\mathsf T}(1+T)\xi$ in mass-weighted coordinates $\xi$. The real matrix $T$ is the dimensionless coupling. Its rows, indexed by the finite type `n`, are oscillator coordinates, three for each isotropic atom.

```lean
import Mathlib

open Matrix
open scoped MatrixOrder

namespace ManyBodyEnhancement

noncomputable section

variable {n : Type*} [Fintype n] [DecidableEq n]
```

## Two energies from one coupling matrix

If $t_i$ are the eigenvalues of $T$, the normal modes have frequencies $w\sqrt{1+t_i}$. The coupling shifts the zero-point energy by

$$E=\frac w2\sum_i\left(\sqrt{1+t_i}-1\right)=\frac w2\,\mathrm{tr}\left(\sqrt{1+T}-1\right).$$

Lean takes this trace as the definition and does not derive it from a Hamiltonian. `CFC.sqrt` is the positive semidefinite matrix square root.

```lean
/-- Many-body dispersion energy `(w/2) tr (√(1 + T) - 1)` of identical oscillators of frequency `w`
with dimensionless coupling matrix `T`, for `1 + T` positive semidefinite. -/
def mbdEnergy (w : ℝ) (T : Matrix n n ℝ) : ℝ :=
  w / 2 * Matrix.trace (CFC.sqrt (1 + T) - 1)
```

Expanding $\sqrt{1+t}=1+t/2-t^2/8+\dots$ and using $\mathrm{tr}\,T=0$, the leading term is $E_{\rm pair}=-\frac{w}{16}\mathrm{tr}\,T^2$.

```lean
/-- Pairwise (second-order) dispersion energy `-(w/16) tr T²`. -/
def pairwiseEnergy (w : ℝ) (T : Matrix n n ℝ) : ℝ :=
  -(w / 16) * Matrix.trace (T * T)
```

## The gap as a trace

The hypothesis $\mathrm{tr}\,T=0$ holds when no coordinate couples to itself. `PosSemidef` for $1+T$ says that $T$ is symmetric and no mode frequency is imaginary. Put $S=\sqrt{1+T}$, so $T=S^2-1$ and

$$E-4E_{\rm pair}=\frac w4\,\mathrm{tr}\left(S^4-2S^2+2S-1\right).$$

Since $\mathrm{tr}(S^2-1)=\mathrm{tr}\,T=0$, subtracting $S^2-1$ inside the trace changes nothing. What remains is $S^4-3S^2+2S=(S-1)(S^2+2S)(S-1)$. In the proof, `key` does this algebra for any $S$ with $S^2=1+T$.

```lean
/-- For traceless `T` with `1 + T` positive semidefinite and `S = √(1 + T)`, the many-body energy
exceeds four times the pairwise energy by `(w/4) tr ((S - 1)(S² + 2S)(S - 1))`. -/
theorem energy_gap (w : ℝ) {T : Matrix n n ℝ} (h0 : Matrix.trace T = 0)
    (hT : (1 + T).PosSemidef) :
    mbdEnergy w T - 4 * pairwiseEnergy w T =
      w / 4 * Matrix.trace ((CFC.sqrt (1 + T) - 1) *
        (CFC.sqrt (1 + T) * CFC.sqrt (1 + T) + CFC.sqrt (1 + T) + CFC.sqrt (1 + T)) *
        (CFC.sqrt (1 + T) - 1)) := by
  have key : ∀ S : Matrix n n ℝ, S * S = 1 + T →
      w / 2 * Matrix.trace (S - 1) - 4 * (-(w / 16) * Matrix.trace (T * T)) =
        w / 4 * Matrix.trace ((S - 1) * (S * S + S + S) * (S - 1)) := by
    intro S hS
    have hT' : T = S * S - 1 := by rw [hS]; abel
    have h1 : Matrix.trace (S * S) = Matrix.trace (1 : Matrix n n ℝ) := by
      rw [hS, Matrix.trace_add, h0, add_zero]
    have e2 : T * T = S * S * S * S - S * S - S * S + 1 := by
      rw [hT']; noncomm_ring
    have e3 : (S - 1) * (S * S + S + S) * (S - 1) =
        S * S * S * S - S * S - S * S - S * S + S + S := by noncomm_ring
    rw [e2, e3]
    simp only [Matrix.trace_add, Matrix.trace_sub]
    linear_combination (w / 4) * h1
  exact key _ (CFC.sqrt_mul_sqrt_self _ (Matrix.nonneg_iff_posSemidef.mpr hT))
```

The product splits as

$$(S-1)(S^2+2S)(S-1)=\left(S(S-1)\right)^{\mathsf T}S(S-1)+2(S-1)S(S-1).$$

The last term is positive semidefinite because $S$ is, so its trace is nonnegative. For real matrices `ᴴ` is the transpose.

```lean
/-- For positive semidefinite `S`, the trace `tr ((S - 1)(S² + 2S)(S - 1))` is at least the
squared Frobenius norm of `S (S - 1)`. -/
theorem gap_trace_ge {S : Matrix n n ℝ} (hS : S.PosSemidef) :
    Matrix.trace ((S * (S - 1))ᴴ * (S * (S - 1))) ≤
      Matrix.trace ((S - 1) * (S * S + S + S) * (S - 1)) := by
  have hH : Sᴴ = S := hS.isHermitian.eq
  have hD : (S - 1)ᴴ = S - 1 := by rw [conjTranspose_sub, hH, conjTranspose_one]
  have h := (hS.conjTranspose_mul_mul_same (S - 1)).trace_nonneg
  rw [hD] at h
  have e : (S - 1) * (S * S + S + S) * (S - 1) = (S * (S - 1))ᴴ * (S * (S - 1)) +
      ((S - 1) * S * (S - 1) + (S - 1) * S * (S - 1)) := by
    rw [conjTranspose_mul, hD, hH]; noncomm_ring
  rw [e, Matrix.trace_add, Matrix.trace_add]
  linarith
```

The remaining trace is a sum of squared entries. Hence $E\ge 4E_{\rm pair}=-\frac w4\mathrm{tr}\,T^2$.

```lean
/-- For `w ≥ 0` and traceless `T` with `1 + T` positive semidefinite, the many-body energy is
never lower than four times the pairwise energy. -/
theorem four_pairwise_le_mbd {w : ℝ} (hw : 0 ≤ w) {T : Matrix n n ℝ}
    (h0 : Matrix.trace T = 0) (hT : (1 + T).PosSemidef) :
    4 * pairwiseEnergy w T ≤ mbdEnergy w T := by
  have hS := Matrix.nonneg_iff_posSemidef.mp (CFC.sqrt_nonneg (1 + T))
  have h := (posSemidef_conjTranspose_mul_self
    (CFC.sqrt (1 + T) * (CFC.sqrt (1 + T) - 1))).trace_nonneg.trans (gap_trace_ge hS)
  have hg := energy_gap w h0 hT
  have := mul_nonneg (div_nonneg hw (by norm_num : (0 : ℝ) ≤ 4)) h
  linarith
```

The bound fails if negative traces are admitted. For a single coordinate with $T=-\tfrac34$, $E=-\tfrac w4$, which is below $4E_{\rm pair}=-\tfrac{9w}{64}$.

Equality for $w>0$ would force $S(S-1)=0$, so $S^2=S$, $T=S-1$ and $T^2=-T$. Then $\mathrm{tr}\,T^2=0$, and a symmetric $T$ must vanish. Every nonzero coupling therefore gives a strict inequality.

```lean
/-- For `w > 0` and traceless `T ≠ 0` with `1 + T` positive semidefinite, the many-body energy
lies strictly above four times the pairwise energy. -/
theorem four_pairwise_lt_mbd {w : ℝ} (hw : 0 < w) {T : Matrix n n ℝ}
    (h0 : Matrix.trace T = 0) (hT : (1 + T).PosSemidef) (hne : T ≠ 0) :
    4 * pairwiseEnergy w T < mbdEnergy w T := by
  have hS := Matrix.nonneg_iff_posSemidef.mp (CFC.sqrt_nonneg (1 + T))
  have hSS := CFC.sqrt_mul_sqrt_self (1 + T) (Matrix.nonneg_iff_posSemidef.mpr hT)
  have hg := energy_gap w h0 hT
  have hle := gap_trace_ge hS
  generalize CFC.sqrt (1 + T) = S at hS hSS hg hle
  have hpos : 0 < Matrix.trace ((S * (S - 1))ᴴ * (S * (S - 1))) := by
    refine lt_of_le_of_ne (posSemidef_conjTranspose_mul_self _).trace_nonneg fun hz => hne ?_
    -- a vanishing gap makes `S` idempotent, so `T² = -T` has zero trace
    have h1 : S * (S - 1) = 0 := Matrix.trace_conjTranspose_mul_self_eq_zero_iff.mp hz.symm
    have h2 : S * S = S := by
      rw [mul_sub, mul_one] at h1
      exact sub_eq_zero.mp h1
    have h3 : T = S - 1 := by rw [← h2, hSS]; abel
    have h4 : T * T = -T := by
      have : (S - 1) * (S - 1) = S * S - S - S + 1 := by noncomm_ring
      rw [h3, this, h2]; abel
    have h5 : Tᴴ = T := by
      have h := hT.isHermitian.eq
      rw [conjTranspose_add, conjTranspose_one] at h
      exact add_left_cancel h
    apply Matrix.trace_conjTranspose_mul_self_eq_zero_iff.mp
    rw [h5, h4, Matrix.trace_neg, h0, neg_zero]
  have := mul_pos (div_pos hw (by norm_num : (0 : ℝ) < 4)) (hpos.trans_le hle)
  linarith
```

## A uniform coupling that approaches four

Consider $N+1$ one-dimensional oscillators, $N\ge1$. The projector $P$ on their normalised uniform mode has all entries $1/(N+1)$.

```lean
/-- Projector on the uniform mode of `N + 1` oscillators. -/
def meanProj (N : ℕ) : Matrix (Fin (N + 1)) (Fin (N + 1)) ℝ :=
  Matrix.of fun _ _ => 1 / ((N : ℝ) + 1)
```

Let every pair have coupling $-a/N$, with zero diagonal.

```lean
/-- Coupling of `N + 1` oscillators, `N ≥ 1`, in which every pair has the same
coupling `-a/N`. -/
def uniformCoupling (N : ℕ) (a : ℝ) : Matrix (Fin (N + 1)) (Fin (N + 1)) ℝ :=
  Matrix.of fun i j => if i = j then 0 else -(a / N)
```

Summing $N+1$ equal products gives $P^2=P$.

```lean
/-- The uniform-mode projector is idempotent. -/
theorem meanProj_mul_self (N : ℕ) : meanProj N * meanProj N = meanProj N := by
  have h : (N : ℝ) + 1 ≠ 0 := by positivity
  ext i j
  rw [Matrix.mul_apply]
  simp only [meanProj, Matrix.of_apply, Finset.sum_const, Finset.card_univ, Fintype.card_fin,
    nsmul_eq_mul]
  push_cast
  field_simp
```

Since $\mathrm{tr}\,P=1$, $\mathrm{tr}\left(pP+q(1-P)\right)=p+qN$ for real $p,q$.

```lean
private lemma trace_modes (N : ℕ) (p q : ℝ) :
    Matrix.trace (p • meanProj N + q • (1 - meanProj N)) = p + q * N := by
  have h : (N : ℝ) + 1 ≠ 0 := by positivity
  have hP : Matrix.trace (meanProj N) = 1 := by
    simp only [Matrix.trace, Matrix.diag_apply, meanProj, Matrix.of_apply, Finset.sum_const,
      Finset.card_univ, Fintype.card_fin, nsmul_eq_mul]
    push_cast
    field_simp
  rw [Matrix.trace_add, Matrix.trace_smul, Matrix.trace_smul, Matrix.trace_sub, hP,
    Matrix.trace_one, Fintype.card_fin, smul_eq_mul, smul_eq_mul]
  push_cast
  ring
```

The cross terms vanish, so squaring this matrix squares $p$ and $q$.

```lean
private lemma modes_sq (N : ℕ) (p q : ℝ) :
    (p • meanProj N + q • (1 - meanProj N)) * (p • meanProj N + q • (1 - meanProj N)) =
      (p * p) • meanProj N + (q * q) • (1 - meanProj N) := by
  have h := meanProj_mul_self N
  have h1 : meanProj N * (1 - meanProj N) = 0 := by rw [mul_sub, mul_one, h, sub_self]
  have h2 : (1 - meanProj N) * meanProj N = 0 := by rw [sub_mul, one_mul, h, sub_self]
  have h3 : (1 - meanProj N) * (1 - meanProj N) = 1 - meanProj N := by
    rw [sub_mul, one_mul, h1, sub_zero]
  simp only [add_mul, mul_add, Matrix.smul_mul, Matrix.mul_smul, smul_smul, h, h1, h2, h3,
    smul_zero, add_zero, zero_add]
```

For $0<p\le q$ it equals $p\,1+(q-p)(1-P)$, which is positive definite.

```lean
private lemma modes_posDef (N : ℕ) {p q : ℝ} (hp : 0 < p) (hpq : p ≤ q) :
    (p • meanProj N + q • (1 - meanProj N)).PosDef := by
  have hH : (1 - meanProj N)ᴴ = 1 - meanProj N := by
    rw [conjTranspose_sub, conjTranspose_one]
    congr 1
  have h := posSemidef_conjTranspose_mul_self (1 - meanProj N)
  have h3 : (1 - meanProj N) * (1 - meanProj N) = 1 - meanProj N := by
    rw [sub_mul, one_mul, mul_sub, mul_one, meanProj_mul_self, sub_self, sub_zero]
  rw [hH, h3] at h
  have e : p • meanProj N + q • (1 - meanProj N) =
      p • (1 : Matrix (Fin (N + 1)) (Fin (N + 1)) ℝ) + (q - p) • (1 - meanProj N) := by module
  rw [e]
  exact (Matrix.PosDef.one.smul hp).add_posSemidef (h.smul (sub_nonneg.mpr hpq))
```

Comparing entries on and off the diagonal gives $T=-aP+\frac aN(1-P)$.

```lean
/-- For `N ≥ 1` the uniform coupling acts as `-a` on the uniform mode and as `a/N` on its
orthogonal complement. -/
theorem uniformCoupling_eq {N : ℕ} (hN : N ≠ 0) (a : ℝ) :
    uniformCoupling N a = (-a) • meanProj N + (a / N) • (1 - meanProj N) := by
  have h : (N : ℝ) + 1 ≠ 0 := by positivity
  have h' : (N : ℝ) ≠ 0 := Nat.cast_ne_zero.mpr hN
  ext i j
  simp only [uniformCoupling, meanProj, Matrix.add_apply, Matrix.smul_apply, Matrix.sub_apply,
    Matrix.one_apply, Matrix.of_apply, smul_eq_mul]
  split_ifs <;> field_simp <;> ring
```

Adding the identity, $1+T=(1-a)P+(1+\frac aN)(1-P)$.

```lean
private lemma one_add_uniform {N : ℕ} (hN : N ≠ 0) (a : ℝ) :
    1 + uniformCoupling N a = (1 - a) • meanProj N + (1 + a / N) • (1 - meanProj N) := by
  rw [uniformCoupling_eq hN]; module
```

For $0\le a<1$, taking roots of both coefficients gives a positive matrix with the right square. By uniqueness it is $\sqrt{1+T}$, and

$$E=\frac w2\left(\sqrt{1-a}+N\sqrt{1+a/N}-(N+1)\right).$$

```lean
/-- Closed form of the many-body energy of `N + 1` uniformly coupled oscillators, for `N ≥ 1`
and `0 ≤ a < 1`. -/
theorem mbdEnergy_uniform (w : ℝ) {N : ℕ} (hN : N ≠ 0) {a : ℝ} (ha : 0 ≤ a) (ha1 : a < 1) :
    mbdEnergy w (uniformCoupling N a) =
      w / 2 * (√(1 - a) + N * √(1 + a / N) - (N + 1)) := by
  have hd : 0 ≤ a / N := by positivity
  have hsq := modes_sq N (√(1 - a)) (√(1 + a / N))
  rw [Real.mul_self_sqrt (by linarith), Real.mul_self_sqrt (by linarith)] at hsq
  have hpos := modes_posDef N (Real.sqrt_pos.mpr (by linarith : 0 < 1 - a))
    (Real.sqrt_le_sqrt (by linarith : 1 - a ≤ 1 + a / N))
  rw [mbdEnergy, one_add_uniform hN,
    CFC.sqrt_unique hsq (Matrix.nonneg_iff_posSemidef.mpr hpos.posSemidef),
    Matrix.trace_sub, trace_modes, Matrix.trace_one, Fintype.card_fin]
  push_cast
  ring
```

Now let $N\ge2$, $x=1/N$ and $a=1-x^2$, so the uniform mode has frequency $wx$. With $\sqrt{1+u}\le1+u/2$,

$$E\le-\frac w4(1-x)^2,\qquad E_{\rm pair}=-\frac w{16}(1-x)^2(1+x)^3.$$

Thus $E/E_{\rm pair}\ge4/(1+x)^3$. Given $c<4$, Lean picks $x<(4-c)/28$. If $c\le0$, then $c(1+x)^3\le0<4$. If $c>0$, then $(1+x)^3\le1+7x$ yields $c(1+x)^3\le c+7cx<c+28x<4$. In both cases $E<cE_{\rm pair}$.

```lean
/-- For `w > 0` and any factor `c < 4`, some uniformly coupled set of oscillators, with traceless
`T` and `1 + T` positive definite, has a many-body energy below `c` times the pairwise energy. -/
theorem exists_enhancement_gt {w c : ℝ} (hw : 0 < w) (hc : c < 4) :
    ∃ (N : ℕ) (a : ℝ), Matrix.trace (uniformCoupling N a) = 0 ∧
      (1 + uniformCoupling N a).PosDef ∧
      mbdEnergy w (uniformCoupling N a) < c * pairwiseEnergy w (uniformCoupling N a) := by
  obtain ⟨m, hm⟩ := exists_nat_one_div_lt (by linarith : 0 < (4 - c) / 28)
  obtain ⟨N, hN2, hNε⟩ : ∃ N : ℕ, 2 ≤ N ∧ 1 / (N : ℝ) < (4 - c) / 28 :=
    ⟨m + 2, by omega, lt_of_le_of_lt
      (one_div_le_one_div_of_le (by positivity) (by push_cast; linarith)) hm⟩
  have hN : N ≠ 0 := by omega
  have hNr : (2 : ℝ) ≤ N := by exact_mod_cast hN2
  have hN0 : (N : ℝ) ≠ 0 := by linarith
  obtain ⟨x, hx⟩ : ∃ x : ℝ, x = 1 / (N : ℝ) := ⟨_, rfl⟩
  have hdiv : ∀ b : ℝ, b / N = b * x := by intro b; rw [hx]; ring
  have hx0 : 0 < x := by rw [hx]; positivity
  have hNx : (N : ℝ) * x = 1 := by rw [hx]; exact mul_one_div_cancel hN0
  have hx2 : x ≤ 1 / 2 := by nlinarith
  rw [← hx] at hNε
  -- the coupling `a = 1 - x²` nearly softens the uniform mode
  have ha : 0 ≤ 1 - x ^ 2 := by nlinarith
  have ha1 : 1 - x ^ 2 < 1 := by nlinarith
  have hax : 0 ≤ (1 - x ^ 2) * x := mul_nonneg ha hx0.le
  refine ⟨N, 1 - x ^ 2, ?_, ?_, ?_⟩
  · rw [uniformCoupling_eq hN, trace_modes, div_mul_cancel₀ _ hN0]
    ring
  · rw [one_add_uniform hN]
    refine modes_posDef N (by linarith) ?_
    rw [hdiv]
    linarith
  · have hpair : pairwiseEnergy w (uniformCoupling N (1 - x ^ 2)) =
        -(w / 16) * ((1 - x ^ 2) ^ 2 + (1 - x ^ 2) ^ 2 * x) := by
      rw [pairwiseEnergy, uniformCoupling_eq hN, modes_sq, trace_modes, hdiv]
      linear_combination (-(w / 16) * (1 - x ^ 2) ^ 2 * x) * hNx
    have hroot : √(1 - (1 - x ^ 2)) = x := by
      rw [sub_sub_cancel, Real.sqrt_sq hx0.le]
    rw [mbdEnergy_uniform w hN ha ha1, hpair, hroot, hdiv]
    have hy : √(1 + (1 - x ^ 2) * x) ≤ 1 + (1 - x ^ 2) * x / 2 :=
      Real.sqrt_le_iff.mpr ⟨by linarith, by nlinarith [sq_nonneg ((1 - x ^ 2) * x)]⟩
    have hNy : (N : ℝ) * √(1 + (1 - x ^ 2) * x) ≤ N + (1 - x ^ 2) / 2 := by
      calc (N : ℝ) * √(1 + (1 - x ^ 2) * x) ≤ N * (1 + (1 - x ^ 2) * x / 2) :=
            mul_le_mul_of_nonneg_left hy (by linarith)
        _ = N + (1 - x ^ 2) / 2 := by linear_combination ((1 - x ^ 2) / 2) * hNx
    have e1 : w / 2 * (x + N * √(1 + (1 - x ^ 2) * x) - (N + 1)) ≤
        w / 2 * (x - 1 + (1 - x ^ 2) / 2) :=
      mul_le_mul_of_nonneg_left (by linarith) (by positivity)
    have hcube : c * (1 + x) ^ 3 < 4 := by
      have h3 : (1 + x) ^ 3 ≤ 1 + 7 * x := by
        nlinarith [mul_nonneg hx0.le (by linarith : 0 ≤ 1 - x),
          mul_nonneg (sq_nonneg x) (by linarith : 0 ≤ 1 - x)]
      rcases le_or_gt c 0 with h | h
      · have := mul_nonpos_of_nonpos_of_nonneg h (by positivity : 0 ≤ (1 + x) ^ 3)
        linarith
      · have := mul_le_mul_of_nonneg_left h3 h.le
        nlinarith
    have e2 : 0 < w / 16 * ((1 - x) ^ 2 * (4 - c * (1 + x) ^ 3)) :=
      mul_pos (by positivity) (mul_pos (pow_pos (by linarith) 2) (by linarith))
    nlinarith [e1, e2]
```

## Four is the smallest universal factor

A factor $c<4$ is refuted by the uniform coupling. If $c\ge4$, then $E_{\rm pair}\le0$ gives $cE_{\rm pair}\le4E_{\rm pair}\le E$. In this theorem `N` is the matrix size itself, and `PosDef` requires every mode frequency to be positive.

For many-body dispersion corrections in electronic-structure calculations, the bound limits the collective enhancement over the second-order energy of the same coupling matrix, provided that all oscillators share one frequency and no coordinate couples to itself. It does not compare with a pairwise correction that uses other coefficients or another damping. Its optimality concerns arbitrary coupling matrices: whether dipoles placed in three-dimensional space can approach the factor four is a separate question.

```lean
/-- For `w > 0`, a factor `c` times the pairwise energy bounds the many-body energy from below for
all matrix sizes and all traceless `T` with `1 + T` positive definite exactly when `c ≥ 4`. -/
theorem enhancement_factor_iff {w : ℝ} (hw : 0 < w) (c : ℝ) :
    (∀ (N : ℕ) (T : Matrix (Fin N) (Fin N) ℝ), Matrix.trace T = 0 → (1 + T).PosDef →
      c * pairwiseEnergy w T ≤ mbdEnergy w T) ↔ 4 ≤ c := by
  constructor
  · intro h
    by_contra hc
    obtain ⟨N, a, h0, h1, h2⟩ := exists_enhancement_gt hw (lt_of_not_ge hc)
    exact absurd (h _ _ h0 h1) (not_le_of_gt h2)
  · intro hc N T h0 hT
    have h5 : Tᴴ = T := by
      have h := hT.posSemidef.isHermitian.eq
      rw [conjTranspose_add, conjTranspose_one] at h
      exact add_left_cancel h
    have ht := (posSemidef_conjTranspose_mul_self T).trace_nonneg
    rw [h5] at ht
    have hp : pairwiseEnergy w T ≤ 0 := by
      have := mul_nonneg (by positivity : 0 ≤ w / 16) ht
      rw [pairwiseEnergy]
      linarith
    have hmain := four_pairwise_le_mbd hw.le h0 hT.posSemidef
    nlinarith [mul_nonneg (sub_nonneg.mpr hc) (neg_nonneg.mpr hp)]

end

end ManyBodyEnhancement
```

```lean
#print axioms ManyBodyEnhancement.four_pairwise_le_mbd
#print axioms ManyBodyEnhancement.four_pairwise_lt_mbd
#print axioms ManyBodyEnhancement.enhancement_factor_iff
```

```
'ManyBodyEnhancement.four_pairwise_le_mbd' depends on axioms: [propext, Classical.choice, Quot.sound]
'ManyBodyEnhancement.four_pairwise_lt_mbd' depends on axioms: [propext, Classical.choice, Quot.sound]
'ManyBodyEnhancement.enhancement_factor_iff' depends on axioms: [propext, Classical.choice, Quot.sound]
```
